# The derivative of a characteristic polynomial is the sum of its site-deleted characteristic polynomials

When the local densities of states of a finite, non-interacting tight-binding model are added up, the sum should reproduce the total density of states. Let \(A\) be the Hamiltonian matrix in an orthonormal basis with one orbital per site, \(p_A(x)=\det(xI-A)\) its characteristic polynomial, and \(A-v\) the matrix with row and column \(v\) removed. Away from the eigenvalues, site \(v\) contributes through \(p_{A-v}/p_A\) and the total through \(p_A'/p_A\), so the check rests on

\[
p_A'(x)=\sum_v p_{A-v}(x).
\]

The identity needs neither Hermiticity nor real entries. Below, `n` and `m` are finite sets of site labels and the entries lie in a commutative ring `R`.

In Lean 4 with Mathlib:

```lean
import Mathlib

open Polynomial Matrix

namespace SiteDeletion

variable {n m R : Type*} [Fintype n] [DecidableEq n] [Fintype m] [DecidableEq m] [CommRing R]
```

## Removing a site

The matrix \(A-v\) keeps the entries \(A_{ij}\) with \(i\ne v\) and \(j\ne v\).

```lean
/-- The matrix of the system with site `v` removed: row and column `v` are deleted. -/
def deleteSite {n R : Type*} (A : Matrix n n R) (v : n) :
    Matrix {w // w ≠ v} {w // w ≠ v} R :=
  A.submatrix Subtype.val Subtype.val
```

The remaining sites form the subtype `{w // w ≠ v}`, so they keep their labels. In code, the row and column must be removed, not set to zero: zeroing them leaves an isolated site at energy zero and gives \(x\,p_{A-v}(x)\).

For any square matrix \(M\), the diagonal adjugate entry \(\operatorname{adj}(M)_{vv}\) is the determinant of \(M\) with row \(v\) replaced by the unit vector \(e_v\). With \(v\) listed last, that matrix is block triangular:

\[
\operatorname{adj}(M)_{vv}=\det\begin{pmatrix}M-v & *\\ 0 & 1\end{pmatrix}=\det(M-v).
\]

```lean
/-- A diagonal entry of the adjugate is the determinant of the matrix with that site deleted. -/
theorem adjugate_diag (M : Matrix n n R) (v : n) :
    M.adjugate v v = (deleteSite M v).det := by
  rw [Matrix.adjugate_apply]
  -- row `v` is a unit vector, so the matrix is block triangular
  have htri : ∀ i, ¬ (i ≠ v) → ∀ j, j ≠ v →
      (M.updateRow v (Pi.single v 1)) i j = 0 := by
    intro i hi j hj
    have hiv : i = v := not_not.mp hi
    subst hiv
    simp [hj]
  rw [Matrix.twoBlockTriangular_det _ (fun i => i ≠ v) htri]
  have h1 : Matrix.toSquareBlockProp (M.updateRow v (Pi.single v 1)) (fun i => i ≠ v)
      = deleteSite M v := by
    refine Matrix.ext fun i j => ?_
    exact congrFun (Matrix.updateRow_ne i.2) j.1
  have h2 : (Matrix.toSquareBlockProp (M.updateRow v (Pi.single v 1))
      (fun i => ¬ (i ≠ v))).det = 1 := by
    have : Subsingleton {i // ¬ (i ≠ v)} :=
      ⟨fun a b => Subtype.ext ((not_not.mp a.2).trans (not_not.mp b.2).symm)⟩
    rw [Matrix.det_eq_elem_of_subsingleton _ (⟨v, not_not.mpr rfl⟩ : {i // ¬ (i ≠ v)})]
    simp [Matrix.toSquareBlockProp_def]
  rw [h1, h2, mul_one]
```

Here `htri` supplies the zero block, `h1` identifies the first diagonal block as \(M-v\), and `h2` shows that the other has determinant 1.

## Differentiating one row at a time

Let the entries of \(M\) be polynomials in \(x\). Expanding over permutations \(\sigma\) and applying the product rule gives

\[
(\det M)'=\sum_v\sum_\sigma \operatorname{sgn}(\sigma)\,M_{v\sigma(v)}'\prod_{i\ne v}M_{i\sigma(i)}.
\]

For fixed \(v\), the inner sum is the determinant of \(M\) with row \(v\) differentiated.

```lean
/-- The derivative of a determinant of polynomials is the sum, over the rows, of the
determinants in which that one row is differentiated. -/
theorem derivative_det_rows (M : Matrix n n R[X]) :
    derivative M.det = ∑ v, (M.updateRow v (fun j => derivative (M v j))).det := by
  have h : ∀ N : Matrix n n R[X], N.det =
      ∑ σ : Equiv.Perm n, ((Equiv.Perm.sign σ : ℤ) : R[X]) * ∏ i, N i (σ i) :=
    fun N => (Matrix.det_transpose N).symm.trans (Matrix.det_apply' _)
  simp only [h]
  rw [Polynomial.derivative_sum, Finset.sum_comm]
  refine Finset.sum_congr rfl fun σ _ => ?_
  -- the product rule for each permutation
  rw [← Finset.mul_sum, Polynomial.derivative_mul, Polynomial.derivative_intCast, zero_mul,
    zero_add, Polynomial.derivative_prod_finset]
  congr 1
  refine Finset.sum_congr rfl fun v _ => ?_
  rw [← Finset.mul_prod_erase Finset.univ _ (Finset.mem_univ v), mul_comm]
  congr 1
  · simp
  · refine Finset.prod_congr rfl fun i hi => ?_
    rw [Matrix.updateRow_ne (Finset.ne_of_mem_erase hi)]
```

The proof first transposes Mathlib's expansion so that each product runs over rows, then exchanges the two sums and compares the products factor by factor.

Now take \(M=xI-A\). Since \((x\delta_{vj}-A_{vj})'=\delta_{vj}\), differentiating row \(v\) turns it into \(e_v\). The resulting determinant is \(\operatorname{adj}(xI-A)_{vv}\), and deleting \(v\) from \(xI-A\) leaves \(xI-(A-v)\). Hence

\[
p_A'=\sum_v\det\bigl(xI-(A-v)\bigr)=\sum_v p_{A-v}.
\]

```lean
/-- The derivative of the characteristic polynomial is the sum over all sites of the
characteristic polynomials of the system with that site deleted. -/
theorem derivative_charpoly_eq_sum (A : Matrix n n R) :
    derivative A.charpoly = ∑ v, (deleteSite A v).charpoly := by
  rw [Matrix.charpoly, derivative_det_rows]
  refine Finset.sum_congr rfl fun v _ => ?_
  -- only the diagonal entry of row `v` depends on the variable
  have hrow : (fun j => derivative (charmatrix A v j)) = Pi.single v 1 := by
    funext j
    rcases eq_or_ne j v with rfl | hj
    · simp
    · simp [hj, hj.symm]
  have hdel : deleteSite (charmatrix A) v = charmatrix (deleteSite A v) := by
    refine Matrix.ext fun i j => ?_
    simp [deleteSite, charmatrix_apply, Matrix.diagonal_apply, Subtype.ext_iff]
  rw [hrow, ← Matrix.adjugate_apply, adjugate_diag, hdel, Matrix.charpoly]
```

The statement is an equality of polynomials, not only of their values. `hrow` is the differentiated row and `hdel` says that deletion commutes with forming \(xI-A\). For a single site, the deleted matrix is empty and has characteristic polynomial 1, as \((x-a)'=1\) requires. The convention matters: with \(\det(A-xI)\) in place of \(\det(xI-A)\), the right-hand side acquires a minus sign.

## Green's functions from deleted sites

Fix a number \(x\) and suppose \((xI-A)G=I\). Over a field, such a \(G\) exists exactly when \(x\) is not an eigenvalue. Then

\[
\operatorname{adj}(xI-A)=\operatorname{adj}(xI-A)(xI-A)G=p_A(x)\,G,
\]

and the diagonal entry at \(v\) gives \(p_A(x)G_{vv}=p_{A-v}(x)\).

```lean
/-- If `G` is the Green's function of `A` at energy `x`, its diagonal entry at site `v` times the
characteristic polynomial at `x` is the characteristic polynomial, at `x`, with `v` deleted. -/
theorem green_diag (A G : Matrix n n R) (x : R) (hG : (Matrix.scalar n x - A) * G = 1) (v : n) :
    A.charpoly.eval x * G v v = (deleteSite A v).charpoly.eval x := by
  have hadj : (Matrix.scalar n x - A).adjugate = (Matrix.scalar n x - A).det • G := by
    calc (Matrix.scalar n x - A).adjugate
        = (Matrix.scalar n x - A).adjugate * ((Matrix.scalar n x - A) * G) := by
          rw [hG, mul_one]
      _ = (Matrix.scalar n x - A).det • G := by
          rw [← mul_assoc, Matrix.adjugate_mul, smul_mul_assoc, one_mul]
  have hdel : deleteSite (Matrix.scalar n x - A) v
      = Matrix.scalar {w // w ≠ v} x - deleteSite A v := by
    refine Matrix.ext fun i j => ?_
    simp [deleteSite, Matrix.diagonal_apply, Subtype.ext_iff]
  rw [Matrix.eval_charpoly, Matrix.eval_charpoly, ← hdel, ← adjugate_diag, hadj,
    Matrix.smul_apply, smul_eq_mul]
```

The hypothesis `hG` makes \(G\) a genuine inverse, with the sign convention \(G=(xI-A)^{-1}\). `hadj` is the displayed calculation. For a Hermitian \(A\), one takes `R` to be the complex numbers and \(x=E+i\eta\) with small \(\eta>0\); the broadened local density of states is then \(-\operatorname{Im}G_{vv}/\pi\).

Summing over sites and using the derivative identity gives

\[
p_A(x)\operatorname{tr}G=\sum_v p_{A-v}(x)=p_A'(x).
\]

```lean
/-- The trace of the Green's function at energy `x`, times the characteristic polynomial at `x`,
is the derivative of the characteristic polynomial at `x`. -/
theorem green_trace (A G : Matrix n n R) (x : R) (hG : (Matrix.scalar n x - A) * G = 1) :
    A.charpoly.eval x * G.trace = (derivative A.charpoly).eval x := by
  rw [derivative_charpoly_eq_sum, Polynomial.eval_finsetSum, Matrix.trace, Finset.mul_sum]
  exact Finset.sum_congr rfl fun v _ => green_diag A G x hG v
```

In a program, \(G_{vv}\) can be found by solving \((xI-A)g=e_v\) and reading off \(g_v\). The sum of these entries can then be compared with \(\sum_k 1/(x-\varepsilon_k)\), where the \(\varepsilon_k\) are the eigenvalues from a separate diagonalisation.

For two sites with zero on-site energies, joined by a unit bond, \(p_A(x)=x^2-1\). At \(x=2\),

\[
\begin{pmatrix}2&-1\\-1&2\end{pmatrix}
\begin{pmatrix}2/3&1/3\\1/3&2/3\end{pmatrix}=I.
\]

Thus \(p_A(2)G_{vv}=3\cdot\tfrac23=2=p_{A-v}(2)\), and \(p_A(2)\operatorname{tr}G=4=p_A'(2)\).

```lean
/-- An explicit Green's function for two sites joined by a unit bond, at energy 2. -/
theorem green_witness :
    (Matrix.scalar (Fin 2) (2 : ℚ) - !![0, 1; 1, 0]) * !![2/3, 1/3; 1/3, 2/3] = 1 := by
  ext i j
  fin_cases i <;> fin_cases j <;>
    norm_num [Matrix.mul_apply, Fin.sum_univ_succ, Matrix.diagonal_apply]
```

The code checks the matrix product entry by entry.

## Equivalent sites and periodic lattices

Let a permutation \(e\) of the sites satisfy \(A_{e(i)e(j)}=A_{ij}\), so that it preserves on-site energies as well as couplings. If \(e(v)=w\), then \(e\) relabels the sites of \(A-v\) as those of \(A-w\). Relabelling does not change a characteristic polynomial, so \(p_{A-w}=p_{A-v}\).

```lean
/-- Deleting either of two sites related by a symmetry of the matrix gives the same
characteristic polynomial. -/
theorem charpoly_deleteSite_of_symmetry (A : Matrix n n R) (e : Equiv.Perm n)
    (he : ∀ i j, A (e i) (e j) = A i j) {v w : n} (hvw : e v = w) :
    (deleteSite A w).charpoly = (deleteSite A v).charpoly := by
  subst hvw
  -- the symmetry restricts to a relabelling of the remaining sites
  have hiff : ∀ a, a ≠ v ↔ e a ≠ e v := fun a => e.injective.ne_iff.symm
  obtain ⟨f, hf⟩ : ∃ f : {a // a ≠ v} ≃ {b // b ≠ e v}, ∀ a, (f a).1 = e a.1 :=
    ⟨e.subtypeEquiv hiff, fun _ => rfl⟩
  rw [← Matrix.charpoly_reindex f (deleteSite A v)]
  congr 1
  refine Matrix.ext fun i j => ?_
  obtain ⟨i, rfl⟩ := f.surjective i
  obtain ⟨j, rfl⟩ := f.surjective j
  rw [Matrix.reindex_apply, Matrix.submatrix_apply, Equiv.symm_apply_apply,
    Equiv.symm_apply_apply]
  change A (f i).1 (f j).1 = A i.1 j.1
  rw [hf i, hf j]
  exact he i.1 j.1
```

The bijection `f` is \(e\) restricted to the remaining sites, and the final lines compare the matrix entries.

On a finite periodic lattice \(L\), let \(A_{ij}=f(i-j)\). Translation by \(v\) preserves \(A\), because \((i+v)-(j+v)=i-j\), and carries site 0 to \(v\). All terms in the derivative identity are therefore equal:

\[
p_A'=|L|\,p_{A-0},
\]

where \(A-0\) means that site 0 is deleted.

```lean
/-- For a translation-invariant matrix on a finite periodic lattice, the derivative of the
characteristic polynomial is the number of sites times the polynomial with one site deleted. -/
theorem derivative_charpoly_periodic {L : Type*} [AddCommGroup L] [Fintype L] [DecidableEq L]
    (f : L → R) :
    derivative (Matrix.circulant f).charpoly
      = Fintype.card L • (deleteSite (Matrix.circulant f) 0).charpoly := by
  rw [derivative_charpoly_eq_sum, ← Finset.card_univ, ← Finset.sum_const]
  refine Finset.sum_congr rfl fun v _ => ?_
  -- translation by `v` carries the origin to `v`
  refine charpoly_deleteSite_of_symmetry _ (Equiv.addRight v) (fun i j => ?_) (zero_add v)
  simp [Matrix.circulant_apply]
```

The lattice is any finite abelian group, which covers periodic boxes in several dimensions with one site per cell, and `Matrix.circulant f` is the translation-invariant matrix. With several sites per cell, translations relate only sites at the same position in the cell, and the sum reduces to one term for each site of a single cell, multiplied by the number of cells. For a Hückel ring of \(N\ge3\) equivalent atoms with nearest-neighbour coupling, the deleted system is the open chain of \(N-1\) atoms.

## Recovering the constant term

Let \(A\) and \(B\) have entries in a field of characteristic zero, and let a bijection \(e\) match their sites so that \(p_{A-v}=p_{B-e(v)}\) for every \(v\). Then

\[
(p_A-p_B)'=\sum_v p_{A-v}-\sum_w p_{B-w}=0,
\]

so \(p_A-p_B\) is constant. If the two polynomials agree at one point \(x\), that constant is zero and \(p_A=p_B\).

```lean
/-- Over a field of characteristic zero, two systems whose site-deleted characteristic polynomials
match site by site, and whose own polynomials agree at one point, have the same polynomial. -/
theorem charpoly_reconstruction {K : Type*} [Field K] [CharZero K]
    (A : Matrix n n K) (B : Matrix m m K) (e : n ≃ m)
    (h : ∀ v, (deleteSite A v).charpoly = (deleteSite B (e v)).charpoly)
    (x : K) (hx : A.charpoly.eval x = B.charpoly.eval x) :
    A.charpoly = B.charpoly := by
  have hd : derivative (A.charpoly - B.charpoly) = 0 := by
    rw [Polynomial.derivative_sub, derivative_charpoly_eq_sum, derivative_charpoly_eq_sum,
      sub_eq_zero]
    exact (Finset.sum_congr rfl fun v _ => h v).trans
      (e.sum_comp fun w => (deleteSite B w).charpoly)
  -- the difference is a constant, and it vanishes at `x`
  have hc := Polynomial.eq_C_of_natDegree_eq_zero
    (Polynomial.derivative_eq_zero.mp hd)
  have h0 := congrArg (Polynomial.eval x) hc
  rw [Polynomial.eval_sub, hx, sub_self, Polynomial.eval_C] at h0
  rw [← h0, Polynomial.C_0] at hc
  exact sub_eq_zero.mp hc

end SiteDeletion
```

`hd` is the vanishing derivative, and `hx` fixes the constant. Physically, `hx` could be equal determinants at zero energy, or one energy level known to be common to both systems. The polynomial reconstruction problem for graphs is harder, since it asks for \(p_A\) from the deleted polynomials alone. Equality of \(p_A\) and \(p_B\) means equal spectra with algebraic multiplicities, not equal matrices.

```lean
#print axioms SiteDeletion.derivative_charpoly_eq_sum
-- 'SiteDeletion.derivative_charpoly_eq_sum' depends on axioms: [propext, Classical.choice, Quot.sound]
#print axioms SiteDeletion.green_trace
-- 'SiteDeletion.green_trace' depends on axioms: [propext, Classical.choice, Quot.sound]
#print axioms SiteDeletion.derivative_charpoly_periodic
-- 'SiteDeletion.derivative_charpoly_periodic' depends on axioms: [propext, Classical.choice, Quot.sound]
#print axioms SiteDeletion.charpoly_reconstruction
-- 'SiteDeletion.charpoly_reconstruction' depends on axioms: [propext, Classical.choice, Quot.sound]
```
